# For commuting excitors that square to zero, Tˢ/s! is the sum over s-element sets of excitors

In coupled-cluster theory the cluster operator T is a sum of excitors τᵢ weighted by amplitudes tᵢ, and its powers divided by factorials are the terms of the exponential series. The theorem `pow_div_factorial_eq_sum` takes real amplitudes and a finite set U of excitors, modelled as elements of a real algebra that commute with one another and each square to zero. It states that Tˢ/s!, with T the sum of tᵢτᵢ over U, equals the sum over all s-element subsets of U of the product of their amplitudes times the product of their excitors. The proof is by induction on U: when an excitor is added, the subsets are split into those that contain it and those that don't, and `add_nilpotent_pow` expands the power of the enlarged sum.

An attempt in Lean 4 with a fault in it:

```lean
import Mathlib

namespace StochasticClusterSampling

noncomputable section

variable {ι A : Type*} [Fintype ι] [DecidableEq ι] [Ring A] [Algebra ℝ A]

omit [Fintype ι] [DecidableEq ι] [Algebra ℝ A] in
private lemma pairwise_commute (τ : ι → A) (hc : ∀ i j, Commute (τ i) (τ j)) (S : Finset ι) :
    (S : Set ι).Pairwise (Function.onFun Commute τ) :=
  fun i _ j _ _ => hc i j

/-- The term of a set `S` of excitors: the product of their amplitudes times the product of
the commuting excitors. -/
def clusterTerm (t : ι → ℝ) (τ : ι → A) (hc : ∀ i j, Commute (τ i) (τ j))
    (S : Finset ι) : A :=
  (∏ i ∈ S, t i) • S.noncommProd τ (pairwise_commute τ hc S)

omit [Fintype ι] in
private lemma clusterTerm_insert (t : ι → ℝ) (τ : ι → A) (hc : ∀ i j, Commute (τ i) (τ j))
    {a : ι} {S : Finset ι} (ha : a ∉ S) :
    clusterTerm t τ hc (insert a S) = (t a • τ a) * clusterTerm t τ hc S := by
  unfold clusterTerm
  rw [Finset.prod_insert ha, Finset.noncommProd_insert_of_notMem _ _ _ _ ha,
    smul_mul_smul_comm]

/-- Adding one excitation `a` with `a² = 0` to a commuting operator `B` changes the power
`B^(s+1)` only by a term linear in `a`. -/
theorem add_nilpotent_pow (a B : A) (ha : a * a = 0) (hB : Commute a B) (s : ℕ) :
    (a + B) ^ (s + 1) = B ^ (s + 1) + ((s : ℝ) + 1) • (a * B ^ s) := by
  induction s with
  | zero => simp [add_comm]
  | succ s ih =>
    have h1 : a * (a * B ^ s) = 0 := by rw [← mul_assoc, ha, zero_mul]
    have h2 : B * (a * B ^ s) = a * B ^ (s + 1) := by
      rw [← mul_assoc, ← hB.eq, mul_assoc, ← pow_succ']
    rw [pow_succ' (a + B), ih, add_mul, mul_add, mul_add, mul_smul_comm, mul_smul_comm,
      h1, h2, smul_zero, add_zero, ← pow_succ' B (s + 1)]
    push_cast
    module

omit [Fintype ι] in
/-- For the excitors in a finite set `U`, `T^s/s!` is the sum of the cluster terms of all
`s`-element subsets of `U`. -/
theorem pow_div_factorial_eq_sum (t : ι → ℝ) (τ : ι → A) (hc : ∀ i j, Commute (τ i) (τ j))
    (hsq : ∀ i, τ i ^ 2 = 0) (U : Finset ι) (s : ℕ) :
    (1 / (s.factorial : ℝ)) • (∑ i ∈ U, t i • τ i) ^ s
      = ∑ S ∈ U.powersetCard s, clusterTerm t τ hc S := by
  induction U using Finset.induction_on generalizing s with
  | empty => cases s <;> simp [clusterTerm]
  | insert a U ha ih =>
    cases s with
    | zero => simp [clusterTerm]
    | succ s =>
      have hn : (t a • τ a) * (t a • τ a) = 0 := by
        rw [smul_mul_smul_comm, ← sq (τ a), hsq, smul_zero]
      have hcomm : Commute (t a • τ a) (∑ i ∈ U, t i • τ i) :=
        Commute.sum_right _ _ _ fun i _ => ((hc a i).smul_left _).smul_right _
      -- subsets of `insert a U` either avoid `a` or contain it once
      have hdisj : Disjoint (U.powersetCard (s + 1)) ((U.powersetCard s).image (insert a)) := by
        rw [Finset.disjoint_left]
        intro S hS hS'
        obtain ⟨R, -, rfl⟩ := Finset.mem_image.1 hS'
        exact ha ((Finset.mem_powersetCard.1 hS).1 (Finset.mem_insert_self a R))
      have hsum : ∑ S ∈ (U.powersetCard s).image (insert a), clusterTerm t τ hc S
          = ∑ S ∈ U.powersetCard s, (t a • τ a) * clusterTerm t τ hc S := by
        rw [Finset.sum_image]
        · refine Finset.sum_congr rfl fun S hS => clusterTerm_insert t τ hc fun h => ?_
          exact ha ((Finset.mem_powersetCard.1 hS).1 h)
        · intro S hS R hR h
          have h1 : a ∉ S := fun h => ha ((Finset.mem_powersetCard.1 (Finset.mem_coe.1 hS)).1 h)
          have h2 : a ∉ R := fun h => ha ((Finset.mem_powersetCard.1 (Finset.mem_coe.1 hR)).1 h)
          rw [← Finset.erase_insert h1, ← Finset.erase_insert h2]
          exact congrArg (fun X => Finset.erase X a) h
      rw [Finset.sum_insert ha, add_nilpotent_pow _ _ hn hcomm,
        Finset.powersetCard_succ_insert ha, Finset.sum_union hdisj, hsum, ← Finset.mul_sum,
        ← ih (s + 1), ← ih s, mul_smul_comm, smul_add, smul_smul]
      congr 2
      rw [Nat.factorial_succ]
      push_cast
      field_simp

end

end StochasticClusterSampling
```

Messages:

```
Main.lean:51:10: error: unsolved goals
case empty.succ
ι : Type u_1
A : Type u_2
inst✝² : DecidableEq ι
inst✝¹ : Ring A
inst✝ : Algebra ℝ A
t : ι → ℝ
τ : ι → A
hc : ∀ (i j : ι), Commute (τ i) (τ j)
hsq : ∀ (i : ι), τ i ^ 2 = 0
n✝ : ℕ
⊢ 0 = ∑ S ∈ Finset.powersetCard (n✝ + 1) ∅, (∏ i ∈ S, t i) • S.noncommProd τ ⋯
```

The error is in the base case, where U is empty, and only for a positive power, `s = n + 1`. There `simp [clusterTerm]` has reduced the left side to 0, since T is an empty sum and a positive power of zero is zero. The right side is still a sum over `Finset.powersetCard (n✝ + 1) ∅`. The empty set has no subsets of positive size, so this index set is empty, but `simp` did not rewrite it to `∅` and so could not see that the sum is zero.

The repair proves that equality as `h`. The lemma `Finset.powersetCard_eq_empty` is an equivalence, and its reverse direction, `.2`, gives the equality once `simp` has shown that the empty set has fewer than `n + 1` elements. After `rw [h]` the sum runs over `∅`, and a plain `simp` closes the goal. It no longer needs to unfold `clusterTerm`, because an empty sum is zero whatever its terms are.

Writing the two cases out separately makes room for this step. The case `s = 0` was not at fault and keeps its old proof.

The mended proof, as a diff:

```diff
@@ -49,5 +49,12 @@
       = ∑ S ∈ U.powersetCard s, clusterTerm t τ hc S := by
   induction U using Finset.induction_on generalizing s with
-  | empty => cases s <;> simp [clusterTerm]
+  | empty =>
+    cases s with
+    | zero => simp [clusterTerm]
+    | succ n =>
+      have h : (∅ : Finset ι).powersetCard (n + 1) = ∅ :=
+        Finset.powersetCard_eq_empty.2 (by simp)
+      rw [h]
+      simp
   | insert a U ha ih =>
     cases s with
```
